# A binary tree with n nodes draws a non-crossing pairing of 2n sites

In valence-bond theory a Rumer diagram joins sites in pairs by bonds that do not cross. `arcs_pairsUp` says that the rule `arcs` draws such a pairing from any finite binary tree: with n nodes and first site `a`, each of the 2n sites from `a` on is bonded to exactly one other of them, and no two bonds cross when drawn as arcs above a line. The statement is purely combinatorial, with no spin states or Hamiltonian in it. The proof is by induction on the tree: `glue` joins the bond of site `a` to the pairing under it and the pairing after it, and the local fact `congr` carries these two pairings over from the subtrees to the whole diagram.

Lean 4 with Mathlib refuses this proof:

```lean
import Mathlib

open Equiv

namespace RumerDiagrams

/-- The map `f` bonds the sites `a, ..., b - 1` among themselves in pairs without crossings. -/
def PairsUp (a b : ℕ) (f : ℕ → ℕ) : Prop :=
  (∀ x, a ≤ x → x < b → a ≤ f x ∧ f x < b ∧ f (f x) = x ∧ f x ≠ x) ∧
    ∀ x y, a ≤ x → x < y → y < f x → f x < f y → y < b → False

/-- The bond partner of site `x` in the diagram drawn from a binary tree, starting at site `a`:
the root is the bond of site `a`, the left subtree lies under it, the right subtree after it. -/
def arcs : BinaryTree Unit → ℕ → ℕ → ℕ
  | .nil, _, x => x
  | .node _ l r, a, x =>
    if x = a then a + 2 * l.numNodes + 1
    else if x = a + 2 * l.numNodes + 1 then a
    else if x < a + 2 * l.numNodes + 1 then arcs l (a + 1) x
    else arcs r (a + 2 * l.numNodes + 2) x

/-- A bond from `a` to `c`, a crossing-free pairing under it and another one after it
together form a crossing-free pairing. -/
theorem glue {a b c : ℕ} {f : ℕ → ℕ} (hac : a < c) (hcb : c < b) (ha : f a = c) (hc : f c = a)
    (hl : PairsUp (a + 1) c f) (hr : PairsUp (c + 1) b f) : PairsUp a b f := by
  constructor
  · intro x hx hxb
    rcases (by omega : x = a ∨ x = c ∨ (a + 1 ≤ x ∧ x < c) ∨ c + 1 ≤ x) with e | e | ⟨h1, h2⟩ | h1
    · rw [e, ha, hc]; omega
    · rw [e, hc, ha]; omega
    · have p := hl.1 x h1 h2
      exact ⟨by omega, by omega, p.2.2.1, p.2.2.2⟩
    · have p := hr.1 x h1 hxb
      exact ⟨by omega, by omega, p.2.2.1, p.2.2.2⟩
  · intro x y hx hxy hyf hff hyb
    rcases (by omega : x = a ∨ x = c ∨ (a + 1 ≤ x ∧ x < c) ∨ c + 1 ≤ x) with e | e | ⟨h1, h2⟩ | h1
    · rw [e, ha] at hyf hff
      have p := hl.1 y (by omega) hyf
      omega
    · rw [e, hc] at hyf; omega
    · have p := hl.1 x h1 h2
      exact hl.2 x y h1 hxy hyf hff (by omega)
    · exact hr.2 x y h1 hxy hyf hff hyb

/-- The diagram drawn from a binary tree pairs up its sites, two per node, without crossings. -/
theorem arcs_pairsUp (t : BinaryTree Unit) : ∀ a, PairsUp a (a + 2 * t.numNodes) (arcs t a) := by
  -- the property depends only on the values of the map on the interval
  have congr : ∀ (a b : ℕ) (f g : ℕ → ℕ), PairsUp a b f →
      (∀ x, a ≤ x → x < b → g x = f x) → PairsUp a b g := by
    intro a b f g h e
    refine ⟨fun x hx hb => ?_, fun x y hx hxy h1 h2 hb => ?_⟩
    · have p := h.1 x hx hb
      rw [e x hx hb, e (f x) p.1 p.2.1]
      exact p
    · have p := h.2 x y hx hxy
      rw [← e x hx (by omega), ← e y (by omega) hb] at p
      exact p h1 h2 hb
  induction t with
  | nil =>
    intro a
    exact ⟨fun x h1 h2 => by simp only [BinaryTree.numNodes] at h2; omega,
      fun x y h1 h2 h3 h4 h5 => by simp only [BinaryTree.numNodes] at h5; omega⟩
  | node u l r ihl ihr =>
    intro a
    have hb : a + 2 * (BinaryTree.node u l r).numNodes
        = a + 2 * l.numNodes + 1 + 1 + 2 * r.numNodes := by
      simp only [BinaryTree.numNodes]; omega
    have hc : a + 1 + 2 * l.numNodes = a + 2 * l.numNodes + 1 := by omega
    have hl := ihl (a + 1)
    have hr := ihr (a + 2 * l.numNodes + 1 + 1)
    rw [hc] at hl
    rw [hb]
    refine glue (c := a + 2 * l.numNodes + 1) (by omega) (by omega)
      (by rw [arcs]; split_ifs <;> omega) (by rw [arcs]; split_ifs <;> omega)
      (congr _ _ _ _ hl fun x h1 h2 => ?_) (congr _ _ _ _ hr fun x h1 h2 => ?_)
    · rw [arcs]; split_ifs <;> omega
    · rw [arcs]; split_ifs <;> omega

end RumerDiagrams
```

The error:

```
Main.lean:77:31: error: omega could not prove the goal:
a possible counterexample may satisfy the constraints
  g ≥ 0
  f ≥ 0
  f - g ≥ 1
  e ≥ 0
  d ≥ 0
  c ≥ 0
  c + d ≥ -1
  b ≥ 0
  b - e ≤ -1
  b + 2*c - e ≤ -2
  b + 2*c + 2*d - e ≥ -1
where
 b := ↑a
 c := ↑l.numNodes
 d := ↑r.numNodes
 e := ↑x
 f := ↑(arcs r (a + 2 * l.numNodes + 1 + 1) x)
 g := ↑(arcs r (a + 2 * l.numNodes + 2) x)
```

Lean accepts the file once it reads:

```diff
@@ -75,5 +75,5 @@
       (congr _ _ _ _ hl fun x h1 h2 => ?_) (congr _ _ _ _ hr fun x h1 h2 => ?_)
     · rw [arcs]; split_ifs <;> omega
-    · rw [arcs]; split_ifs <;> omega
+    · rw [arcs]; split_ifs <;> first | omega | rfl
 
 end RumerDiagrams
```

What went wrong. The error is in the last bullet, which must show that on the sites after the bond of `a` the whole diagram agrees with that of the right subtree. In the last case left by `split_ifs`, the two sides are `arcs r (a + 2 * l.numNodes + 2) x`, from the definition of `arcs`, and `arcs r (a + 2 * l.numNodes + 1 + 1) x`, from `hr`. `omega` does linear arithmetic and treats each application of `arcs` as an unknown number. As the starting sites are written differently, it took the two sides for separate unknowns, `g` and `f` in the message, and could not rule out `f - g ≥ 1`.

The two starting sites are equal by definition, `+ 2` and `+ 1 + 1` computing to the same number, so `rfl` closes this case. With `first | omega | rfl`, `omega` still disposes of the cases whose hypotheses contradict each other, and `rfl` is tried only where it fails. The bullet for the left subtree needed no change, because there both sides have the starting site `a + 1`.
